# The Virial Tensor of Action–Reaction Pair Forces: Pair Form, Origin Independence, and Symmetry for Central Forces

The forces between the particles of a molecular system contribute to its pressure and stress through a sum of position times force, and computing that sum requires a decision about what is given. Here the data are the positions and a table of pair forces at one instant. The forces need not come from a potential; the properties they must have are stated as separate conditions. Positions are plain vectors in open space, with no periodic images.

## Pair form, shifts and symmetry

Let $x_i$ be the position of particle $i$ and $f_{ij}$ the force on $i$ from $j$, with $i$ and $j$ running over a finite set of particles. Assume action–reaction, $f_{ij}=-f_{ji}$. The total force on $i$ is $F_i=\sum_j f_{ij}$, and the virial tensor is
$$W=\sum_i x_iF_i^{\mathsf T}=\sum_{i,j}x_if_{ij}^{\mathsf T}.$$

Exchanging the names of the summation labels and then using action–reaction gives
$$\sum_{i,j}x_jf_{ij}^{\mathsf T}=\sum_{i,j}x_if_{ji}^{\mathsf T}=-\sum_{i,j}x_if_{ij}^{\mathsf T}=-W.$$
Therefore $\sum_{i,j}(x_i-x_j)f_{ij}^{\mathsf T}=W-(-W)=2W$, or
$$W=\tfrac12\sum_{i,j}(x_i-x_j)f_{ij}^{\mathsf T}.$$

The same exchange without the positions gives $\sum_{i,j}f_{ij}=-\sum_{i,j}f_{ij}$, so the net force $\sum_iF_i$ is zero.

Now shift every position by a vector $a$ and keep the forces fixed. For any forces $F_i$, whether or not they come from pairs,
$$\sum_i(x_i+a)F_i^{\mathsf T}=W+a\Big(\sum_iF_i\Big)^{\mathsf T}.$$
If the net force vanishes, $W$ does not change. Conversely, if $W$ is unchanged for every $a$, take $a$ with all components equal to 1: each diagonal entry of the extra term is then a component of the net force, and all of them must be zero.

If the forces are also central, $f_{ij}=c_{ij}(x_i-x_j)$ with real $c_{ij}$, each term of the pair form is $c_{ij}(x_i-x_j)(x_i-x_j)^{\mathsf T}$. This is a symmetric matrix, and so is the sum.

For two particles, labelled 0 and 1, there is a converse. Write $r=x_0-x_1\neq0$ and $f=f_{01}$. The two ordered pairs contribute equally, so $W=rf^{\mathsf T}$. With $a$ and $b$ now denoting coordinate indices, symmetry reads $r_af_b=r_bf_a$. Choose $a$ with $r_a\neq0$; then $f_b=(f_a/r_a)\,r_b$ for every $b$, and the force is parallel to the separation.

Finally, $\operatorname{tr}(uv^{\mathsf T})=u\cdot v$ for vectors $u$ and $v$, so
$$\operatorname{tr}W=\tfrac12\sum_{i,j}(x_i-x_j)\cdot f_{ij}.$$
For a finite, non-periodic system whose pair forces obey action–reaction, a simulation can thus accumulate $\operatorname{tr}W$ inside the loop over pairs. In three dimensions, the average of $\operatorname{tr}W$ divided by three times the volume is the contribution of these forces to the pressure.

## Particles, axes and conditions on the forces

The type `ι` labels the particles and the type `d` labels the coordinate axes, so `d` is not itself the number of dimensions. A vector is a function `d → ℝ`.

In Lean 4 with Mathlib:

```lean
import Mathlib

open Matrix

namespace VirialStress

noncomputable section

variable {ι d : Type*}
```

The first condition is Newton's third law in its weak form: opposite forces, with no statement about their direction. For `i = j` it says that a particle exerts no force on itself.

```lean
/-- Action equals reaction: the force on `i` from `j` is opposite to the force on `j` from `i`. -/
def ActionReaction (f : ι → ι → d → ℝ) : Prop :=
  ∀ i j, f i j = -f j i
```

The second condition says that each pair force acts along the line joining its particles. The coefficient `c` may differ from pair to pair, so it can depend on distance and species. Two particles at the same point must exert zero force on each other.

```lean
/-- Central forces: each pair force is a multiple of the separation vector of its pair. -/
def IsCentral (x : ι → d → ℝ) (f : ι → ι → d → ℝ) : Prop :=
  ∀ i j, ∃ c : ℝ, f i j = c • (x i - x j)
```

Springs of zero rest length provide an example, with the stiffness `k` measuring the restoring force per unit separation.

```lean
/-- The force on `i` from `j` when all pairs are joined by springs of stiffness `k` and zero
rest length. -/
def springForce (k : ℝ) (x : ι → d → ℝ) (i j : ι) : d → ℝ :=
  (-k) • (x i - x j)
```

The next theorem verifies both conditions for springs of nonzero stiffness. Its last clause shows that the example is not merely the case of zero force: particles at different positions do act on each other.

```lean
/-- Spring forces of nonzero stiffness obey action-reaction, are central, and do not vanish between
particles at different positions. -/
theorem springForce_witness (k : ℝ) (hk : k ≠ 0) (x : ι → d → ℝ) :
    ActionReaction (springForce k x) ∧ IsCentral x (springForce k x) ∧
      ∀ i j, x i ≠ x j → springForce k x i j ≠ 0 := by
  refine ⟨fun i j => ?_, fun i j => ⟨-k, rfl⟩, fun i j h => ?_⟩
  · simp only [springForce]
    rw [← smul_neg, neg_sub]
  · exact smul_ne_zero (neg_ne_zero.mpr hk) (sub_ne_zero.mpr h)
```

## The tensor and its sign convention

From here on the set of particles is finite. `totalForce f i` is $F_i$.

```lean
variable [Fintype ι]

/-- The total force on particle `i`: the sum of `f i j` over all labels `j`, with `j = i` included.
-/
def totalForce (f : ι → ι → d → ℝ) (i : ι) : d → ℝ :=
  ∑ j, f i j
```

`vecMulVec u v` is the outer product $uv^{\mathsf T}$, so rows carry the position component and columns the force component. The name "virial" is also used in textbooks for quantities with a factor $-\tfrac12$; `virial` has no such prefactor. It contains no division by volume and no kinetic term, both of which enter the full stress.

```lean
/-- The virial tensor: the sum over particles of the outer product of position and force. -/
def virial (x F : ι → d → ℝ) : Matrix d d ℝ :=
  ∑ i, vecMulVec (x i) (F i)
```

## Exchanging particle labels with `Finset.sum_comm`

The relabelling of the derivation is carried out by `Finset.sum_comm`, which interchanges the order of two finite sums. In the next proof the equation to be shown has the same double sum on both sides, and an ordinary rewrite would interchange both copies. The prefix `conv_lhs` confines the rewrite to the left-hand side.

After the interchange, the left summand at outer label `i` and inner label `j` is `f j i`, while the right one is `-f i j`. `Finset.sum_congr`, used once for each sum, reduces the claim to this single pair, where `hf j i` is exactly the required equation. The sum equals its own negative, and `linarith` concludes that each component is zero.

```lean
/-- Pair forces that obey action-reaction exert no net force on the whole system. -/
theorem sum_totalForce_eq_zero (f : ι → ι → d → ℝ) (hf : ActionReaction f) :
    ∑ i, totalForce f i = 0 := by
  -- exchanging the two labels reverses the sign of the double sum
  have h : ∑ i, ∑ j, f i j = -∑ i, ∑ j, f i j := by
    conv_lhs => rw [Finset.sum_comm]
    simp only [← Finset.sum_neg_distrib]
    exact Finset.sum_congr rfl fun i _ => Finset.sum_congr rfl fun j _ => hf j i
  ext b
  have hb := congrFun h b
  rw [Pi.neg_apply] at hb
  change (∑ i, ∑ j, f i j) b = 0
  linarith
```

The pair form uses the same device with a position component attached. In the proof below, `h` is the relabelling identity for one matrix entry, and `h2` moves the position component inside the sum over partners. The final `linear_combination` adds `h2` to half of `h`, which is the step from $2W$ to $W$.

```lean
/-- For pair forces that obey action-reaction, the virial tensor is half the double sum of
separation times pair force. -/
theorem virial_eq_pair_sum (x : ι → d → ℝ) (f : ι → ι → d → ℝ) (hf : ActionReaction f) :
    virial x (totalForce f) =
      (1 / 2 : ℝ) • ∑ i, ∑ j, vecMulVec (x i - x j) (f i j) := by
  ext a b
  -- exchange of labels in the term that carries the partner's position
  have h : ∑ i, ∑ j, x j a * f i j b = -∑ i, ∑ j, x i a * f i j b := by
    conv_lhs => rw [Finset.sum_comm]
    simp only [← Finset.sum_neg_distrib]
    refine Finset.sum_congr rfl fun i _ => Finset.sum_congr rfl fun j _ => ?_
    have hb : f i j b = -f j i b := congrFun (hf i j) b
    rw [hb]
    ring
  have h2 : ∑ i, x i a * ∑ j, f i j b = ∑ i, ∑ j, x i a * f i j b := by
    simp only [Finset.mul_sum]
  simp only [virial, totalForce, Matrix.sum_apply, Matrix.smul_apply, vecMulVec_apply,
    Finset.sum_apply, Pi.sub_apply, smul_eq_mul, sub_mul, Finset.sum_sub_distrib]
  linear_combination h2 + (1 / 2) * h
```

In a periodic box the separation is usually a nearest-image vector, which can differ from `x i - x j`; passing from this theorem to that setting requires a separate argument.

## Shifting the origin

The shift formula holds for an arbitrary force array `F`. Its proof compares entries and distributes the product over the sum.

```lean
/-- Shifting all positions by `a` adds to the virial tensor the outer product of `a` with the
net force. -/
theorem virial_shift (x F : ι → d → ℝ) (a : d → ℝ) :
    virial (fun i => x i + a) F = virial x F + vecMulVec a (∑ i, F i) := by
  ext p q
  simp only [virial, Matrix.sum_apply, Matrix.add_apply, vecMulVec_apply, Pi.add_apply,
    add_mul, Finset.sum_add_distrib, Finset.sum_apply, Finset.mul_sum]
```

The equivalence follows. In the forward direction, `fun _ => 1` is the shift by one unit along every axis, and the diagonal entry `M q q` reads off component `q` of the net force. In the reverse direction the extra outer product has a zero factor.

```lean
/-- The virial tensor is the same for every choice of origin exactly when the net force
vanishes. -/
theorem virial_shift_invariant_iff (x F : ι → d → ℝ) :
    (∀ a : d → ℝ, virial (fun i => x i + a) F = virial x F) ↔ ∑ i, F i = 0 := by
  constructor
  · intro h
    ext q
    -- a shift by one unit along every axis reads off each force component
    have h1 := h (fun _ => 1)
    rw [virial_shift] at h1
    have h2 := congrArg (fun M : Matrix d d ℝ => M q q) h1
    simp only [Matrix.add_apply, vecMulVec_apply, one_mul] at h2
    change (∑ i, F i) q = 0
    linarith
  · intro h a
    rw [virial_shift, h]
    ext p q
    simp
```

For pair forces, the vanishing net force proved earlier supplies the right-hand side of the equivalence.

```lean
/-- For pair forces that obey action-reaction, the virial tensor is unchanged by a shift of
origin. -/
theorem virial_pair_shift (x : ι → d → ℝ) (f : ι → ι → d → ℝ) (hf : ActionReaction f)
    (a : d → ℝ) :
    virial (fun i => x i + a) (totalForce f) = virial x (totalForce f) :=
  (virial_shift_invariant_iff x (totalForce f)).mpr (sum_totalForce_eq_zero f hf) a
```

## Symmetry and central forces

The proof of symmetry first passes to the pair form, then compares entry `(a, b)` with entry `(b, a)` term by term. Once the force is replaced by a multiple of the separation, the two products differ only in the order of their factors, and `ring` identifies them.

```lean
/-- For central pair forces that obey action-reaction, the virial tensor is symmetric. -/
theorem virial_isSymm (x : ι → d → ℝ) (f : ι → ι → d → ℝ) (hf : ActionReaction f)
    (hc : IsCentral x f) : (virial x (totalForce f)).IsSymm := by
  rw [virial_eq_pair_sum x f hf]
  refine Matrix.IsSymm.ext fun a b => ?_
  simp only [Matrix.smul_apply, Matrix.sum_apply, vecMulVec_apply]
  congr 1
  refine Finset.sum_congr rfl fun i _ => Finset.sum_congr rfl fun j _ => ?_
  -- each pair contributes a multiple of the separation's outer square
  obtain ⟨c, h⟩ := hc i j
  rw [h]
  simp only [Pi.smul_apply, smul_eq_mul]
  ring
```

The two-particle theorem turns this implication into an equivalence. Inside its proof, `hW` is the formula $W=rf^{\mathsf T}$, and `Function.ne_iff` finds an axis along which the positions differ. The coefficient `c` is the quotient $f_a/r_a$ from the derivation. The remaining lines treat the other entries of the force table: the self-forces vanish, and `f 1 0` has the same coefficient as `f 0 1`.

```lean
/-- For two particles at different positions whose forces obey action-reaction, the virial
tensor is symmetric exactly when the forces are central. -/
theorem virial_isSymm_iff_two (x : Fin 2 → d → ℝ) (f : Fin 2 → Fin 2 → d → ℝ)
    (hf : ActionReaction f) (hx : x 0 ≠ x 1) :
    (virial x (totalForce f)).IsSymm ↔ IsCentral x f := by
  refine ⟨fun hs => ?_, virial_isSymm x f hf⟩
  -- the tensor is a single outer product of separation and force
  have hW : ∀ a b, virial x (totalForce f) a b = (x 0 a - x 1 a) * f 0 1 b := by
    intro a b
    have h10 : f 1 0 b = -f 0 1 b := congrFun (hf 1 0) b
    rw [virial_eq_pair_sum x f hf]
    simp only [Matrix.smul_apply, Matrix.sum_apply, vecMulVec_apply, Pi.sub_apply, smul_eq_mul]
    simp only [Fin.sum_univ_two]
    rw [h10]
    ring
  obtain ⟨a, ha⟩ := Function.ne_iff.mp hx
  have ha' : x 0 a - x 1 a ≠ 0 := sub_ne_zero.mpr ha
  obtain ⟨c, h01⟩ : ∃ c : ℝ, f 0 1 = c • (x 0 - x 1) := by
    refine ⟨f 0 1 a / (x 0 a - x 1 a), ?_⟩
    ext b
    have h := hs.apply a b
    rw [hW b a, hW a b] at h
    simp only [Pi.smul_apply, Pi.sub_apply, smul_eq_mul]
    rw [div_mul_eq_mul_div, eq_div_iff ha']
    linear_combination -h
  -- action-reaction excludes self-forces
  have hd : ∀ i, ∃ c : ℝ, f i i = c • (x i - x i) := by
    intro i
    refine ⟨0, ?_⟩
    rw [zero_smul]
    ext b
    have hb : f i i b = -f i i b := congrFun (hf i i) b
    change f i i b = 0
    linarith
  have h10 : f 1 0 = c • (x 1 - x 0) := by
    rw [hf 1 0, h01, ← smul_neg, neg_sub]
  intro i j
  fin_cases i <;> fin_cases j
  · exact hd 0
  · exact ⟨c, h01⟩
  · exact ⟨c, h10⟩
  · exact hd 1
```

The assumption `x 0 ≠ x 1` is needed here: for coincident particles $W$ is zero, hence symmetric, even when the forces are nonzero, whereas centrality would require them to vanish. With three or more particles in at least two dimensions, the antisymmetric parts from different pairs can cancel, so the equivalence should not be read as a statement about larger systems.

## The scalar virial

Taking the trace requires finitely many axes, hence the added `[Fintype d]`. The symbol `⬝ᵥ` is the scalar product, and the proof takes the trace of the pair form term by term. Centrality is not assumed.

```lean
/-- For pair forces that obey action-reaction, the trace of the virial tensor is half the double
sum of the scalar products of separation and pair force. -/
theorem trace_virial [Fintype d] (x : ι → d → ℝ) (f : ι → ι → d → ℝ)
    (hf : ActionReaction f) :
    (virial x (totalForce f)).trace = (1 / 2) * ∑ i, ∑ j, (x i - x j) ⬝ᵥ f i j := by
  rw [virial_eq_pair_sum x f hf]
  simp only [Matrix.trace_smul, Matrix.trace_sum, Matrix.trace_vecMulVec, smul_eq_mul]

end

end VirialStress
```

```lean
#print axioms VirialStress.virial_pair_shift
-- 'VirialStress.virial_pair_shift' depends on axioms: [propext, Classical.choice, Quot.sound]
#print axioms VirialStress.virial_isSymm_iff_two
-- 'VirialStress.virial_isSymm_iff_two' depends on axioms: [propext, Classical.choice, Quot.sound]
#print axioms VirialStress.trace_virial
-- 'VirialStress.trace_virial' depends on axioms: [propext, Classical.choice, Quot.sound]
```
